# The Second-Order Ordering Remainder of the Gaussian-Averaged Taylor Propagator

Let $v_g$ be finitely many complex square matrices of equal size, $x_g$ independent standard Gaussian variables, $X=\sum_g x_g v_g$ and $S=\sum_g v_g^2$. With $E$ the average over the fields, $E[X]=E[X^3]=0$, $E[X^2]=S$ and

$$E\!\left[\frac{X^4}{24}-\frac{S^2}{8}\right]=R,\qquad R=\frac1{24}\sum_{g,h}\left(v_gv_hv_gv_h+v_gv_h^2v_g-2v_g^2v_h^2\right).$$

If the $v_g$ commute pairwise, $R=0$.

In auxiliary-field Monte Carlo with Gaussian fields, a two-body propagator $e^{\tau S/2}$ with time step $\tau$ can be replaced by an average of one-body propagators $e^{\sqrt\tau X}$. For finite matrices and the exponential cut off at fourth order in $X$, $\tau^2R$ is the error of that replacement at order $\tau^2$.

## Gaussian pairings and matrix order

The moment generating function of one field is $e^{t^2/2}$. Its first four derivatives are $e^{t^2/2}$ times $t$, $1+t^2$, $3t+t^3$ and $3+6t^2+t^4$. At $t=0$ they give the moments $0,1,0,3$; the zeroth moment is $1$.

By independence, the average of a product of fields is a product of one-field moments. Hence $E[x_g]=0$ and $E[x_gx_h]=\delta_{gh}$, which give $E[X]=0$ and $E[X^2]=\sum_{g,h}\delta_{gh}v_gv_h=S$. Among three labels, one occurs an odd number of times, so $E[X^3]=0$. For four fields,

$$E[x_gx_hx_kx_l]=\delta_{gh}\delta_{kl}+\delta_{gk}\delta_{hl}+\delta_{gl}\delta_{hk}.$$

Both sides are $3$ if all labels agree and $1$ if two distinct labels occur twice each. Otherwise some label occurs exactly once, and both sides vanish. Inserting this into $X^4=\sum x_gx_hx_kx_l\,v_gv_hv_kv_l$ and renaming the remaining labels gives

$$E[X^4]=\sum_{g,h}\left(v_g^2v_h^2+v_gv_hv_gv_h+v_gv_h^2v_g\right).$$

Since $S^2=\sum_{g,h}v_g^2v_h^2$ and $1/8=3/24$, subtraction leaves the coefficient $1-3=-2$ in front of $v_g^2v_h^2$, which is $R$. For $\tau\ge0$, the Taylor polynomial then averages to

$$E\!\left[\sum_{m=0}^4\frac{(\sqrt\tau X)^m}{m!}\right]=1+\frac{\tau}{2}S+\frac{\tau^2}{8}S^2+\tau^2R.$$

The first three terms are the second-order expansion of $e^{\tau S/2}$. If the matrices commute, all three products in $R$ equal $v_g^2v_h^2$, and $1+1-2=0$.

Commutativity matters already for two matrices. Take $\sigma_x$ and $\sigma_z$, which anticommute and square to the identity. The terms with $g=h$ vanish, and each of the two mixed terms is $-1+1-2=-2$ times the identity, so $R=-\tfrac16\,\mathbb 1$.

## Fields and means in Lean

The type `ι` labels the fields and `n` the basis states. For a many-particle interaction, the $v_g$ are one-body operators represented on the many-particle space, where their squares contain two-body terms. Complex entries allow imaginary couplings, which arise when a repulsive interaction is written as a sum of squares of Hermitian operators with positive coefficients.

```lean
import Mathlib

open MeasureTheory ProbabilityTheory

noncomputable section

namespace HubbardStratonovichMoments

variable {ι n : Type*} [Fintype ι] [DecidableEq ι] [Fintype n] [DecidableEq n]
```

A field configuration is a function `ι → ℝ`; the product measure expresses independence, with mean $0$ and variance $1$ for each field.

```lean
/-- The law of independent standard Gaussian auxiliary fields, one for each label. -/
abbrev fieldMeasure (ι : Type*) [Fintype ι] : Measure (ι → ℝ) :=
  Measure.pi fun _ => gaussianReal 0 1
```

`HasMean F M` states $E[F]=M$ entry by entry. It demands integrability because Lean assigns the value zero to the integral of a non-integrable function.

```lean
/-- The random matrix `F` has mean `M`: each entry is integrable over the auxiliary fields
and its integral is the entry of `M`. -/
def HasMean (F : (ι → ℝ) → Matrix n n ℂ) (M : Matrix n n ℂ) : Prop :=
  ∀ i j, Integrable (fun x => F x i j) (fieldMeasure ι) ∧
    ∫ x, F x i j ∂(fieldMeasure ι) = M i j
```

The next definitions are $X$, $S$, $R$, the one-field moments and $\delta_{gh}$.

```lean
/-- The operator `X = ∑ x_g v_g` coupled to the auxiliary fields. -/
def fieldOp (v : ι → Matrix n n ℂ) (x : ι → ℝ) : Matrix n n ℂ := ∑ g, x g • v g

/-- The sum of squares `S = ∑ v_g²`. -/
def sqSum (v : ι → Matrix n n ℂ) : Matrix n n ℂ := ∑ g, v g ^ 2

/-- The ordering remainder
`(1/24) ∑ (v_g v_h v_g v_h + v_g v_h² v_g - 2 v_g² v_h²)`, summed over `g` and `h`. -/
def remainder (v : ι → Matrix n n ℂ) : Matrix n n ℂ :=
  (1 / 24 : ℝ) • ∑ g, ∑ h, (v g * v h * v g * v h + v g * v h ^ 2 * v g
    - (2 : ℝ) • (v g ^ 2 * v h ^ 2))

/-- The moment of order `k` of one standard Gaussian field. -/
def gaussMoment (k : ℕ) : ℝ := ∫ y, y ^ k ∂(gaussianReal 0 1)

/-- The covariance of two fields: one for equal labels, zero otherwise. -/
def delta (g h : ι) : ℝ := if g = h then 1 else 0
```

## From one field to four

The generating function is finite for every $t$, so moments of all orders exist and are its derivatives at zero (`key`). The steps `i1` to `i4` are the four derivatives computed above.

```lean
/-- All powers of a standard Gaussian field are integrable, and its moments of order
zero to four are 1, 0, 1, 0, 3. -/
theorem gaussMoment_values :
    (∀ k : ℕ, Integrable (fun y : ℝ => y ^ k) (gaussianReal 0 1)) ∧
    gaussMoment 0 = 1 ∧ gaussMoment 1 = 0 ∧ gaussMoment 2 = 1 ∧
    gaussMoment 3 = 0 ∧ gaussMoment 4 = 3 := by
  have hu : integrableExpSet id (gaussianReal 0 1) = Set.univ :=
    Set.eq_univ_of_forall fun t => integrable_exp_mul_gaussianReal t
  have h0 : (0 : ℝ) ∈ interior (integrableExpSet id (gaussianReal 0 1)) := by
    rw [hu, interior_univ]; trivial
  have hm : mgf id (gaussianReal 0 1) = fun t => Real.exp (t ^ 2 / 2) := by
    rw [mgf_id_gaussianReal]; funext t; simp
  -- moments are derivatives of the generating function at zero
  have key : ∀ k, gaussMoment k = iteratedDeriv k (fun t => Real.exp (t ^ 2 / 2)) 0 := by
    intro k
    have h := iteratedDeriv_mgf_zero h0 k
    rw [hm] at h
    exact h.symm
  have p2 : ∀ t : ℝ, HasDerivAt (fun t : ℝ => t ^ 2) (2 * t) t := fun t => by
    simpa using hasDerivAt_pow 2 t
  have p3 : ∀ t : ℝ, HasDerivAt (fun t : ℝ => t ^ 3) (3 * t ^ 2) t := fun t => by
    simpa using hasDerivAt_pow 3 t
  have hE : ∀ t : ℝ, HasDerivAt (fun t : ℝ => Real.exp (t ^ 2 / 2))
      (t * Real.exp (t ^ 2 / 2)) t := fun t =>
    (((p2 t).div_const 2).exp).congr_deriv (by ring)
  have i1 : iteratedDeriv 1 (fun t : ℝ => Real.exp (t ^ 2 / 2)) =
      fun t => t * Real.exp (t ^ 2 / 2) := by
    rw [iteratedDeriv_one]; funext t; exact (hE t).deriv
  have i2 : iteratedDeriv 2 (fun t : ℝ => Real.exp (t ^ 2 / 2)) =
      fun t => (1 + t ^ 2) * Real.exp (t ^ 2 / 2) := by
    rw [iteratedDeriv_succ, i1]; funext t
    exact (((hasDerivAt_id' t).fun_mul (hE t)).congr_deriv (by ring)).deriv
  have i3 : iteratedDeriv 3 (fun t : ℝ => Real.exp (t ^ 2 / 2)) =
      fun t => (3 * t + t ^ 3) * Real.exp (t ^ 2 / 2) := by
    rw [iteratedDeriv_succ, i2]; funext t
    exact ((((p2 t).const_add 1).fun_mul (hE t)).congr_deriv (by ring)).deriv
  have i4 : iteratedDeriv 4 (fun t : ℝ => Real.exp (t ^ 2 / 2)) =
      fun t => (3 + 6 * t ^ 2 + t ^ 4) * Real.exp (t ^ 2 / 2) := by
    rw [iteratedDeriv_succ, i3]; funext t
    exact (((((hasDerivAt_id' t).const_mul 3).fun_add (p3 t)).fun_mul
      (hE t)).congr_deriv (by ring)).deriv
  refine ⟨fun k => integrable_pow_of_mem_interior_integrableExpSet h0 k, ?_, ?_, ?_, ?_, ?_⟩
  · simp [key]
  · rw [key, i1]; simp
  · rw [key, i2]; simp
  · rw [key, i3]; simp
  · rw [key, i4]; simp
```

Here `w k` is a list of field labels and `W k` the matrix multiplying that product of fields. The step `hw` collects equal labels into powers, and `hm` factorises the integral.

```lean
omit [Fintype n] [DecidableEq n] in
/-- The mean of a finite sum of products of fields times matrices: each product of fields
is replaced by the product of the one-field moments. -/
theorem hasMean_words {κ : Type*} [Fintype κ] (w : κ → List ι) (W : κ → Matrix n n ℂ) :
    HasMean (fun x : ι → ℝ => ∑ k, ((w k).map x).prod • W k)
      (∑ k, (∏ i, gaussMoment ((w k).count i)) • W k) := by
  have hw : ∀ (x : ι → ℝ) (l : List ι), (l.map x).prod = ∏ i, x i ^ l.count i := by
    intro x l
    induction l with
    | nil => simp
    | cons g l ih =>
      simp only [List.map_cons, List.prod_cons, ih, List.count_cons, beq_iff_eq, pow_add,
        Finset.prod_mul_distrib, Finset.prod_pow_boole, Finset.mem_univ, if_true]
      exact mul_comm _ _
  have hi : ∀ k, Integrable (fun x : ι → ℝ => ((w k).map x).prod) (fieldMeasure ι) := by
    intro k
    simp only [hw]
    exact Integrable.fintype_prod (f := fun i (y : ℝ) => y ^ (w k).count i)
      fun i => gaussMoment_values.1 _
  -- independence factorises the integral
  have hm : ∀ k, ∫ x : ι → ℝ, ((w k).map x).prod ∂(fieldMeasure ι) =
      ∏ i, gaussMoment ((w k).count i) := by
    intro k
    simp only [hw]
    exact integral_fintype_prod_eq_prod (f := fun i (y : ℝ) => y ^ (w k).count i)
  intro i j
  have h : ∀ k, Integrable (fun x : ι → ℝ => ((w k).map x).prod • W k i j)
      (fieldMeasure ι) := fun k => (hi k).smul_const _
  simp only [Matrix.sum_apply, Matrix.smul_apply]
  refine ⟨MeasureTheory.integrable_finsetSum _ fun k _ => h k, ?_⟩
  rw [MeasureTheory.integral_finsetSum _ fun k _ => h k]
  exact Finset.sum_congr rfl fun k _ => by rw [integral_smul_const, hm k]
```

The four-field rule follows by cases on which labels coincide. `pair` handles two distinct labels occurring twice each, `lone` a label occurring once; the case of four equal labels uses the moment $3$.

```lean
/-- Wick's rule for four fields: the product of one-field moments is the sum over the
three ways of pairing the labels. -/
theorem wick_four (g h k l : ι) : ∏ i, gaussMoment ([g, h, k, l].count i) =
    delta g h * delta k l + delta g k * delta h l + delta g l * delta h k := by
  obtain ⟨-, m0, m1, m2, -, m4⟩ := gaussMoment_values
  -- two distinct labels, each occurring twice
  have pair : ∀ (a b : ι) (s : List ι), a ≠ b → (∀ i, s.count i = [a, a, b, b].count i) →
      ∏ i, gaussMoment (s.count i) = 1 := by
    intro a b s ab hs
    refine Finset.prod_eq_one fun i _ => ?_
    rw [hs]
    rcases eq_or_ne a i with rfl | ha
    · simp [ab.symm, m2]
    · rcases eq_or_ne b i with rfl | hb
      · simp [ha, m2]
      · simp [ha, hb, m0]
  -- a label occurring once
  have lone : ∀ (a : ι) (s : List ι), s.count a = 1 →
      ∏ i, gaussMoment (s.count i) = 0 := fun a s hs =>
    Finset.prod_eq_zero (Finset.mem_univ a) (by rw [hs, m1])
  rcases eq_or_ne g h with rfl | gh
  · rcases eq_or_ne k l with rfl | kl
    · rcases eq_or_ne g k with rfl | gk
      · rw [Finset.prod_eq_single g
          (fun i _ hi => by simp [hi.symm, m0]) (by simp)]
        have c : [g, g, g, g].count g = 4 := by simp
        rw [c, m4]; norm_num [delta]
      · rw [pair g k _ gk fun _ => rfl]; simp [delta, gk]
    · rcases eq_or_ne g k with rfl | gk
      · rw [lone l _ (by simp [kl])]; simp [delta, kl]
      · rw [lone k _ (by simp [gk, kl.symm])]; simp [delta, gk, kl]
  · rcases eq_or_ne g k with rfl | gk
    · rcases eq_or_ne h l with rfl | hl
      · rw [pair g h _ gh fun i => by simp only [List.count_cons]; omega]
        simp [delta, gh]
      · rw [lone h _ (by simp [gh, hl.symm])]
        simp [delta, gh, gh.symm, hl]
    · rcases eq_or_ne g l with rfl | gl
      · rcases eq_or_ne h k with rfl | hk
        · rw [pair g h _ gh fun i => by simp only [List.count_cons]; omega]
          simp [delta, gh]
        · rw [lone h _ (by simp [gh, hk.symm])]; simp [delta, gh, gk, hk]
      · rw [lone g _ (by simp [gh.symm, gk.symm, gl.symm])]
        simp [delta, gh, gk, gl]
```

## Moments of $X$ and the short-time step

Linearity of the mean is stated separately, for later combination of the moments.

```lean
omit [DecidableEq ι] [Fintype n] [DecidableEq n] in
/-- Means of random matrices combine linearly. -/
theorem HasMean.linear {F G : (ι → ℝ) → Matrix n n ℂ} {M N : Matrix n n ℂ}
    (hF : HasMean F M) (hG : HasMean G N) (a b : ℝ) :
    HasMean (fun x => a • F x + b • G x) (a • M + b • N) := by
  intro i j
  have h1 := (hF i j).1.smul a
  have h2 := (hG i j).1.smul b
  refine ⟨h1.add h2, (integral_add h1 h2).trans ?_⟩
  simp only [Pi.smul_apply, integral_smul, (hF i j).2, (hG i j).2, Matrix.add_apply,
    Matrix.smul_apply]
```

The auxiliary facts `one`, `two` and `three` are the averages of one, two and three fields. Each `convert` matches a power of $X$ with its expansion into such products.

```lean
/-- The first and third moments of `X` vanish, and its second moment is `S`. -/
theorem low_moments (v : ι → Matrix n n ℂ) :
    HasMean (fieldOp v) 0 ∧ HasMean (fun x => fieldOp v x ^ 2) (sqSum v) ∧
      HasMean (fun x => fieldOp v x ^ 3) 0 := by
  obtain ⟨-, m0, m1, m2, m3, -⟩ := gaussMoment_values
  have one : ∀ g : ι, ∏ i, gaussMoment ([g].count i) = 0 := fun g =>
    Finset.prod_eq_zero (Finset.mem_univ g) (by simp [m1])
  have two : ∀ g h : ι, ∏ i, gaussMoment ([g, h].count i) = delta g h := by
    intro g h
    rcases eq_or_ne g h with rfl | gh
    · rw [Finset.prod_eq_one fun i _ => ?_]
      · simp [delta]
      · rcases eq_or_ne g i with rfl | gi
        · simp [m2]
        · simp [gi, m0]
    · rw [Finset.prod_eq_zero (Finset.mem_univ g) (by simp [gh.symm, m1])]
      simp [delta, gh]
  have three : ∀ g h k : ι, ∏ i, gaussMoment ([g, h, k].count i) = 0 := by
    intro g h k
    rcases eq_or_ne g h with rfl | gh
    · refine Finset.prod_eq_zero (Finset.mem_univ k) ?_
      rcases eq_or_ne g k with rfl | gk
      · simp [m3]
      · simp [gk, m1]
    · rcases eq_or_ne g k with rfl | gk
      · exact Finset.prod_eq_zero (Finset.mem_univ h) (by simp [gh, m1])
      · exact Finset.prod_eq_zero (Finset.mem_univ g) (by simp [gh.symm, gk.symm, m1])
  refine ⟨?_, ?_, ?_⟩
  · convert hasMean_words (fun g : ι => [g]) v using 1
    · funext x; simp [fieldOp]
    · simp only [one, zero_smul, Finset.sum_const_zero]
  · convert hasMean_words (fun p : ι × ι => [p.1, p.2]) (fun p => v p.1 * v p.2) using 1
    · funext x
      simp only [fieldOp, pow_succ', pow_zero, mul_one, Finset.sum_mul,
        Fintype.sum_prod_type, List.map_cons, List.map_nil, List.prod_cons, List.prod_nil]
      simp only [Finset.mul_sum, smul_mul_smul_comm]
    · simp [Fintype.sum_prod_type, two, delta, ite_smul, sqSum, pow_two]
  · convert hasMean_words (fun p : ι × ι × ι => [p.1, p.2.1, p.2.2])
      (fun p => v p.1 * (v p.2.1 * v p.2.2)) using 1
    · funext x
      simp only [fieldOp, pow_succ', pow_zero, mul_one, Finset.sum_mul,
        Fintype.sum_prod_type, List.map_cons, List.map_nil, List.prod_cons, List.prod_nil]
      simp only [Finset.mul_sum, smul_mul_smul_comm]
    · simp only [three, zero_smul, Finset.sum_const_zero]
```

In the quartic case, `contract` carries out the sums over Kronecker deltas, `fourth` is the formula for $E[X^4]$, and `module` collects the coefficients.

```lean
/-- The mean of `X⁴/24 - S²/8` is the ordering remainder. -/
theorem quartic_remainder (v : ι → Matrix n n ℂ) :
    HasMean (fun x => (1 / 24 : ℝ) • fieldOp v x ^ 4 - (1 / 8 : ℝ) • sqSum v ^ 2)
      (remainder v) := by
  have contract : ∀ (g : ι) (f : ι → Matrix n n ℂ), ∑ h, delta g h • f h = f g := by
    intro g f; simp [delta, ite_smul]
  -- the three pairings give the fourth moment
  have fourth : HasMean (fun x => fieldOp v x ^ 4) (∑ g, ∑ h,
      (v g ^ 2 * v h ^ 2 + v g * v h * v g * v h + v g * v h ^ 2 * v g)) := by
    convert hasMean_words (fun p : ι × ι × ι × ι => [p.1, p.2.1, p.2.2.1, p.2.2.2])
      (fun p => v p.1 * (v p.2.1 * (v p.2.2.1 * v p.2.2.2))) using 1
    · funext x
      simp only [fieldOp, pow_succ', pow_zero, mul_one, Finset.sum_mul,
        Fintype.sum_prod_type, List.map_cons, List.map_nil, List.prod_cons, List.prod_nil]
      simp only [Finset.mul_sum, smul_mul_smul_comm]
    · simp only [Fintype.sum_prod_type, wick_four, add_smul, Finset.sum_add_distrib,
        mul_smul, ← Finset.smul_sum, contract, pow_two, mul_assoc]
  have c : HasMean (fun _ : ι → ℝ => sqSum v ^ 2) (sqSum v ^ 2) :=
    fun i j => ⟨integrable_const _, by simp⟩
  have hS : sqSum v ^ 2 = ∑ g, ∑ h, v g ^ 2 * v h ^ 2 := by
    rw [sqSum, pow_two, Finset.sum_mul_sum]
  convert fourth.linear c (1 / 24) (-(1 / 8)) using 1
  · funext x; module
  · rw [hS]
    simp only [remainder, Finset.sum_add_distrib, Finset.sum_sub_distrib, ← Finset.smul_sum]
    module
```

The propagator theorem adds the moments with their Taylor weights, restoring the subtracted $S^2/8$. The hypothesis `0 ≤ τ` gives $(\sqrt\tau)^2=\tau$. The statement concerns the polynomial, not the average of the full exponential.

```lean
/-- For a time step `τ ≥ 0`, the fourth-order Taylor polynomial of `exp(√τ X)` has mean
`1 + τS/2 + τ²S²/8` plus `τ²` times the ordering remainder. -/
theorem taylor_propagator (v : ι → Matrix n n ℂ) {τ : ℝ} (hτ : 0 ≤ τ) :
    HasMean (fun x => 1 + √τ • fieldOp v x + (√τ ^ 2 / 2) • fieldOp v x ^ 2
        + (√τ ^ 3 / 6) • fieldOp v x ^ 3 + (√τ ^ 4 / 24) • fieldOp v x ^ 4)
      (1 + (τ / 2) • sqSum v + (τ ^ 2 / 8) • sqSum v ^ 2 + τ ^ 2 • remainder v) := by
  obtain ⟨h1, h2, h3⟩ := low_moments v
  have c : ∀ C : Matrix n n ℂ, HasMean (fun _ : ι → ℝ => C) C :=
    fun C i j => ⟨integrable_const _, by simp⟩
  have s2 : √τ ^ 2 = τ := Real.sq_sqrt hτ
  have s4 : √τ ^ 4 = τ ^ 2 := by
    calc √τ ^ 4 = (√τ ^ 2) ^ 2 := by ring
      _ = τ ^ 2 := by rw [s2]
  convert ((((c (1 + (√τ ^ 4 / 8) • sqSum v ^ 2)).linear h1 1 √τ).linear h2 1
    (√τ ^ 2 / 2)).linear h3 1 (√τ ^ 3 / 6)).linear (quartic_remainder v) 1 (√τ ^ 4) using 1
  · funext x; module
  · simp only [s2, s4]; module
```

## Site projectors and Pauli matrices

Under pairwise commutation, `e1` and `e2` reorder the two mixed products into $v_g^2v_h^2$.

```lean
omit [DecidableEq ι] in
/-- The ordering remainder vanishes when the matrices `v_g` commute pairwise. -/
theorem remainder_eq_zero (v : ι → Matrix n n ℂ) (hc : ∀ g h, Commute (v g) (v h)) :
    remainder v = 0 := by
  have z : ∀ g h, v g * v h * v g * v h + v g * v h ^ 2 * v g
      - (2 : ℝ) • (v g ^ 2 * v h ^ 2) = 0 := by
    intro g h
    have e1 : v g * v h * v g * v h = v g ^ 2 * v h ^ 2 := by
      rw [mul_assoc (v g) (v h), ← (hc g h).eq]; noncomm_ring
    have e2 : v g * v h ^ 2 * v g = v g ^ 2 * v h ^ 2 := by
      rw [mul_assoc, ← ((hc g h).pow_right 2).eq]; noncomm_ring
    rw [e1, e2, two_smul, sub_self]
  simp only [remainder, z, Finset.sum_const_zero, smul_zero]
```

For one particle on a three-site lattice, the projectors onto the sites satisfy this hypothesis, being diagonal.

```lean
/-- The projectors onto the sites of a three-site lattice commute pairwise. -/
theorem remainder_eq_zero_witness (g h : Fin 3) :
    Commute (Matrix.diagonal (Pi.single g 1 : Fin 3 → ℂ))
      (Matrix.diagonal (Pi.single h 1 : Fin 3 → ℂ)) := by
  rw [commute_iff_eq, Matrix.diagonal_mul_diagonal, Matrix.diagonal_mul_diagonal]
  congr 1
  funext i
  exact mul_comm _ _
```

The Pauli example is verified entry by entry.

```lean
/-- For the two Pauli matrices `σx` and `σz` the ordering remainder is `-1/6` times the
identity. -/
theorem remainder_pauli :
    remainder ![!![0, 1; 1, 0], !![1, 0; 0, -1]] =
      (-(1 / 6) : ℝ) • (1 : Matrix (Fin 2) (Fin 2) ℂ) := by
  ext i j
  fin_cases i <;> fin_cases j <;> norm_num [remainder, Fin.sum_univ_two, pow_two]

end HubbardStratonovichMoments
```

```lean
#print axioms HubbardStratonovichMoments.taylor_propagator
-- 'HubbardStratonovichMoments.taylor_propagator' depends on axioms: [propext, Classical.choice, Quot.sound]
#print axioms HubbardStratonovichMoments.remainder_eq_zero
-- 'HubbardStratonovichMoments.remainder_eq_zero' depends on axioms: [propext, Classical.choice, Quot.sound]
#print axioms HubbardStratonovichMoments.remainder_pauli
-- 'HubbardStratonovichMoments.remainder_pauli' depends on axioms: [propext, Classical.choice, Quot.sound]
```
